# The fourth moment of the scaled hypercubic band tends to its Gaussian value in high dimension

An electron hopping on a \(d\)-dimensional hypercubic lattice has \(2d\) nearest neighbours. At fixed hopping \(t\) the root-mean-square spread of its band energies grows as \(\sqrt d\), and a local interaction of fixed strength becomes negligible beside it. The limit \(d\to\infty\) used in dynamical mean-field theory therefore scales the hopping as \(1/\sqrt d\); the convention here is \(t=t^*/\sqrt{2d}\), with \(t^*\) fixed. This fixes the variance of the band energy, while the distance between the band edges still grows as \(\sqrt d\). How close is the fourth moment of the band then to that of a Gaussian with the same variance at finite \(d\), and does a finite momentum grid change it?

With this scaling, for the non-interacting nearest-neighbour band on a periodic lattice with \(L\ge5\) sites per axis, the second moment is exactly \(t^{*2}\) and the fourth is \(t^{*4}(3-3/(2d))\), whatever \(L\) is. This gives a check on a momentum-grid code for this band. The limit concerns the fourth moment alone; convergence of the whole density of states is a separate statement and is not proved here.

```lean
import Mathlib

open Real Filter MeasureTheory
open scoped Topology

namespace HypercubicBandMoments

noncomputable section
```

## Band and grid

With the lattice spacing set to one, the allowed momenta along an axis are \(2\pi n/L\), \(n=0,\dots,L-1\). In Lean, `Fin L` holds the integers \(n\).

```lean
/-- The allowed momentum `2πn/L` along one axis of a periodic lattice with `L` sites per axis. -/
def gridMomentum {L : ℕ} (n : Fin L) : ℝ := 2 * π * ((n : ℕ) : ℝ) / (L : ℝ)
```

A grid point `k : Fin d → Fin L` assigns one such integer to each axis. Writing \(k_i\) for the corresponding momentum, the band energy is

\[
e(k)=-2t\sum_{i}\cos k_i .
\]

There is only nearest-neighbour hopping, equal along all axes, and no on-site energy.

```lean
/-- The nearest-neighbour band energy `-2t ∑ cos kᵢ` on the `d`-dimensional hypercubic lattice. -/
def bandEnergy {d L : ℕ} (t : ℝ) (k : Fin d → Fin L) : ℝ :=
  -2 * t * ∑ i, Real.cos (gridMomentum (k i))
```

Moments are averages of powers of \(e\) with equal weight on all \(L^d\) grid points.

```lean
/-- The average of a function over the `L^d` points of the momentum grid. -/
def gridAverage {d L : ℕ} (f : (Fin d → Fin L) → ℝ) : ℝ := (∑ k, f k) / (L : ℝ) ^ d
```

The comparison density, with standard deviation \(s\), is

\[
\rho_s(\varepsilon)=\frac{e^{-\varepsilon^2/(2s^2)}}{s\sqrt{2\pi}} .
\]

```lean
/-- The normalised Gaussian density of states with mean zero and standard deviation `s`. -/
def gaussianDos (s ε : ℝ) : ℝ := Real.exp (-ε ^ 2 / (2 * s ^ 2)) / (s * √(2 * π))
```

## Sums along one axis

Let \(0<m<L\) and \(a=2\pi m/L\). Since \(2\sin(a/2)\cos(na)=\sin(na+a/2)-\sin(na-a/2)\), the sum telescopes:

\[
2\sin\tfrac a2\sum_{n=0}^{N-1}\cos(na)=\sin\!\left(Na-\tfrac a2\right)+\sin\tfrac a2 .
\]

At \(N=L\) we have \(La=2\pi m\), so the right side is \(-\sin(a/2)+\sin(a/2)=0\). Because \(0<a/2<\pi\), the factor \(\sin(a/2)\) is positive and the cosine sum must vanish. In the proof, `tel` is the telescoped identity, by induction on \(N\), and `hpos` is the positivity.

```lean
/-- The harmonic `cos (m k)` with `0 < m < L` sums to zero over the momenta of one axis. -/
theorem harmonic_sum {L m : ℕ} (hm : 0 < m) (hmL : m < L) :
    ∑ n : Fin L, Real.cos ((m : ℝ) * gridMomentum n) = 0 := by
  have hm' : (0 : ℝ) < m := by exact_mod_cast hm
  have hL : (0 : ℝ) < L := by exact_mod_cast hm.trans hmL
  have hlt : (m : ℝ) < L := by exact_mod_cast hmL
  obtain ⟨a, ha⟩ : ∃ a : ℝ, a = 2 * π * m / L := ⟨_, rfl⟩
  -- multiplying by `2 sin (a/2)` makes the sum telescope
  have tel : ∀ N : ℕ, 2 * Real.sin (a / 2) * ∑ n ∈ Finset.range N, Real.cos ((n : ℝ) * a)
      = Real.sin ((N : ℝ) * a - a / 2) + Real.sin (a / 2) := by
    intro N
    induction N with
    | zero => simp
    | succ N ih =>
      rw [Finset.sum_range_succ, mul_add, ih]
      have h : ((N + 1 : ℕ) : ℝ) * a - a / 2 = (N : ℝ) * a + a / 2 := by
        push_cast
        ring
      rw [h, Real.sin_add, Real.sin_sub]
      ring
  have hLa : (L : ℝ) * a = (m : ℝ) * (2 * π) := by
    rw [ha, mul_div_cancel₀ _ hL.ne']
    ring
  have hpos : 0 < Real.sin (a / 2) := by
    apply Real.sin_pos_of_pos_of_lt_pi
    · rw [ha]
      positivity
    · have : a < 2 * π := by
        rw [ha, div_lt_iff₀ hL]
        exact mul_lt_mul_of_pos_left hlt (by positivity)
      linarith
  have e : ∑ n : Fin L, Real.cos ((m : ℝ) * gridMomentum n)
      = ∑ n ∈ Finset.range L, Real.cos ((n : ℝ) * a) := by
    rw [← Fin.sum_univ_eq_sum_range (fun n : ℕ => Real.cos ((n : ℝ) * a)) L]
    refine Finset.sum_congr rfl fun n _ => ?_
    congr 1
    rw [ha, gridMomentum]
    ring
  have h := tel L
  rw [hLa, Real.sin_nat_mul_two_pi_sub, neg_add_cancel] at h
  rw [e]
  exact (mul_eq_zero.mp h).resolve_left (by positivity)
```

The powers needed are

\[
\cos^2x=\tfrac12+\tfrac12\cos2x,\qquad
\cos^4x=\tfrac38+\tfrac12\cos2x+\tfrac18\cos4x .
\]

Harmonics 1, 2 and 4 all sum to zero when \(L\ge5\). Only the constants survive, so the sums of \(\cos\), \(\cos^2\) and \(\cos^4\) are \(0\), \(L/2\) and \(3L/8\). The fourth harmonic is what sets the bound on \(L\).

```lean
/-- Along one axis with at least five momenta, `cos k`, `cos² k` and `cos⁴ k` have the
averages `0`, `1/2` and `3/8`, written here as sums. -/
theorem axis_sums {L : ℕ} (hL : 5 ≤ L) :
    ∑ n : Fin L, Real.cos (gridMomentum n) = 0 ∧
    ∑ n : Fin L, Real.cos (gridMomentum n) ^ 2 = (L : ℝ) / 2 ∧
    ∑ n : Fin L, Real.cos (gridMomentum n) ^ 4 = 3 * (L : ℝ) / 8 := by
  have h1 : ∑ n : Fin L, Real.cos (gridMomentum n) = 0 := by
    simpa using harmonic_sum (L := L) (m := 1) (by omega) (by omega)
  have h2 : ∑ n : Fin L, Real.cos (2 * gridMomentum n) = 0 := by
    exact_mod_cast harmonic_sum (L := L) (m := 2) (by omega) (by omega)
  have h4 : ∑ n : Fin L, Real.cos (4 * gridMomentum n) = 0 := by
    exact_mod_cast harmonic_sum (L := L) (m := 4) (by omega) (by omega)
  have k4 : ∀ x : ℝ, Real.cos x ^ 4 = 3 / 8 + Real.cos (2 * x) / 2 + Real.cos (4 * x) / 8 := by
    intro x
    rw [show 4 * x = 2 * (2 * x) by ring, Real.cos_two_mul (2 * x), Real.cos_two_mul x]
    ring
  refine ⟨h1, ?_, ?_⟩
  · simp only [Real.cos_sq, Finset.sum_add_distrib, ← Finset.sum_div, h2, Finset.sum_const,
      Finset.card_univ, Fintype.card_fin, nsmul_eq_mul]
    ring
  · simp only [k4, Finset.sum_add_distrib, ← Finset.sum_div, h2, h4, Finset.sum_const,
      Finset.card_univ, Fintype.card_fin, nsmul_eq_mul]
    ring
```

## Adding one dimension at a time

Let \(x\) and \(y\) be independent quantities with zero mean, and let \(\langle\cdot\rangle\) denote the average. In the expansions of \((x+y)^2\) and \((x+y)^4\), every term containing a single factor \(x\) or \(y\) averages to zero:

\[
\langle(x+y)^2\rangle=\langle x^2\rangle+\langle y^2\rangle,\qquad
\langle(x+y)^4\rangle=\langle x^4\rangle+6\langle x^2\rangle\langle y^2\rangle+\langle y^4\rangle .
\]

Lean states this for unnormalised sums over all pairs of values, which is why the numbers of values `Fintype.card α` and `Fintype.card β` appear. Independence means that every pair is counted once.

```lean
/-- First, second and fourth moments of a sum of two independent quantities with zero mean,
written as sums over all pairs of values. -/
theorem independent_sums {α β : Type*} [Fintype α] [Fintype β] (x : α → ℝ) (y : β → ℝ)
    (hx : ∑ a, x a = 0) (hy : ∑ b, y b = 0) :
    ∑ a, ∑ b, (x a + y b) = 0 ∧
    ∑ a, ∑ b, (x a + y b) ^ 2
      = Fintype.card β * ∑ a, x a ^ 2 + Fintype.card α * ∑ b, y b ^ 2 ∧
    ∑ a, ∑ b, (x a + y b) ^ 4 = Fintype.card β * ∑ a, x a ^ 4
      + 6 * (∑ a, x a ^ 2) * (∑ b, y b ^ 2) + Fintype.card α * ∑ b, y b ^ 4 := by
  have e2 : ∀ u v : ℝ, (u + v) ^ 2 = u ^ 2 + 2 * u * v + v ^ 2 := fun u v => by ring
  have e4 : ∀ u v : ℝ, (u + v) ^ 4
      = u ^ 4 + 4 * u ^ 3 * v + 6 * u ^ 2 * v ^ 2 + 4 * u * v ^ 3 + v ^ 4 := fun u v => by ring
  refine ⟨?_, ?_, ?_⟩
  · simp only [Finset.sum_add_distrib, Finset.sum_const, Finset.card_univ, nsmul_eq_mul,
      ← Finset.mul_sum, hx, hy, mul_zero, add_zero]
  · simp only [e2, Finset.sum_add_distrib, Finset.sum_const, Finset.card_univ, nsmul_eq_mul,
      ← Finset.mul_sum, ← Finset.sum_mul, hx, hy]
    ring
  · simp only [e4, Finset.sum_add_distrib, Finset.sum_const, Finset.card_univ, nsmul_eq_mul,
      ← Finset.mul_sum, ← Finset.sum_mul, hx, hy]
    ring
```

The momentum grid has this product structure: a point in \(d+1\) dimensions is one momentum together with a point in \(d\) dimensions. `Fin.consEquiv` provides the bijection.

```lean
/-- For a function of `∑ c(kᵢ)`, the sum over the `(d+1)`-dimensional grid splits into sums over one
axis and a `d`-dimensional grid. -/
theorem sum_split_axis {d L : ℕ} (c : Fin L → ℝ) (F : ℝ → ℝ) :
    ∑ k : Fin (d + 1) → Fin L, F (∑ i, c (k i))
      = ∑ n : Fin L, ∑ k : Fin d → Fin L, F (c n + ∑ i, c (k i)) := by
  let e : Fin L × (Fin d → Fin L) ≃ (Fin (d + 1) → Fin L) := Fin.consEquiv (fun _ => Fin L)
  have h := Fintype.sum_equiv e (fun p => F (c p.1 + ∑ i, c (p.2 i)))
    (fun k => F (∑ i, c (k i))) (fun p => by
      change _ = F (∑ i, c ((Fin.cons p.1 p.2 : Fin (d + 1) → Fin L) i))
      rw [Fin.sum_univ_succ]
      simp only [Fin.cons_zero, Fin.cons_succ])
  exact h.symm.trans (Fintype.sum_prod_type _)
```

Let \(S_d=\sum_i\cos k_i\). Taking \(x\) as the cosine on the new axis and \(y=S_d\), the mean stays zero, and

\[
\langle S_{d+1}^2\rangle=\langle S_d^2\rangle+\tfrac12,\qquad
\langle S_{d+1}^4\rangle=\langle S_d^4\rangle+6\cdot\tfrac12\cdot\tfrac d2+\tfrac38 .
\]

Starting from \(S_0=0\), induction gives

\[
\langle S_d^2\rangle=\tfrac d2,\qquad \langle S_d^4\rangle=\tfrac34d^2-\tfrac38d .
\]

Multiplying by \((-2t)^2=4t^2\) and \((-2t)^4=16t^4\) yields

\[
\langle e\rangle=0,\qquad \langle e^2\rangle=2d\,t^2,\qquad \langle e^4\rangle=t^4(12d^2-6d).
\]

The induction is the step `key`, carried out on sums that still contain the factor \(L^d\); the last lines restore the prefactor and divide by \(L^d\).

```lean
/-- In any dimension `d` the band energy has mean zero, mean square `2d t²` and mean fourth
power `t⁴ (12d² - 6d)` over a grid with at least five momenta per axis. -/
theorem band_moments {L : ℕ} (hL : 5 ≤ L) (d : ℕ) (t : ℝ) :
    gridAverage (fun k : Fin d → Fin L => bandEnergy t k) = 0 ∧
    gridAverage (fun k : Fin d → Fin L => bandEnergy t k ^ 2) = 2 * d * t ^ 2 ∧
    gridAverage (fun k : Fin d → Fin L => bandEnergy t k ^ 4)
      = t ^ 4 * (12 * (d : ℝ) ^ 2 - 6 * d) := by
  obtain ⟨a1, a2, a4⟩ := axis_sums hL
  -- the sums of powers of `∑ cos kᵢ`, by induction on the dimension
  have key : ∑ k : Fin d → Fin L, (∑ i, Real.cos (gridMomentum (k i))) = 0 ∧
      ∑ k : Fin d → Fin L, (∑ i, Real.cos (gridMomentum (k i))) ^ 2
        = (L : ℝ) ^ d * (d / 2) ∧
      ∑ k : Fin d → Fin L, (∑ i, Real.cos (gridMomentum (k i))) ^ 4
        = (L : ℝ) ^ d * (3 * (d : ℝ) ^ 2 / 4 - 3 * d / 8) := by
    induction d with
    | zero => simp
    | succ d ih =>
      obtain ⟨i1, i2, i4⟩ := ih
      obtain ⟨q1, q2, q4⟩ := independent_sums (fun n : Fin L => Real.cos (gridMomentum n))
        (fun k : Fin d → Fin L => ∑ i, Real.cos (gridMomentum (k i))) a1 i1
      have hc : (Fintype.card (Fin d → Fin L) : ℝ) = (L : ℝ) ^ d := by simp
      rw [hc, Fintype.card_fin, a2, i2] at q2
      rw [hc, Fintype.card_fin, a2, a4, i2, i4] at q4
      refine ⟨(sum_split_axis (fun n => Real.cos (gridMomentum n)) (fun x => x)).trans q1,
        ((sum_split_axis (fun n => Real.cos (gridMomentum n)) (fun x => x ^ 2)).trans q2).trans ?_,
        ((sum_split_axis (fun n => Real.cos (gridMomentum n)) (fun x => x ^ 4)).trans q4).trans ?_⟩
      · push_cast
        ring
      · push_cast
        ring
  obtain ⟨s1, s2, s4⟩ := key
  have hL0 : (L : ℝ) ≠ 0 := by
    have : L ≠ 0 := by omega
    exact_mod_cast this
  have hLd : (L : ℝ) ^ d ≠ 0 := pow_ne_zero _ hL0
  refine ⟨?_, ?_, ?_⟩
  · simp only [gridAverage, bandEnergy, ← Finset.mul_sum]
    rw [s1, mul_zero, zero_div]
  · simp only [gridAverage, bandEnergy, mul_pow, ← Finset.mul_sum]
    rw [s2, div_eq_iff hLd]
    ring
  · simp only [gridAverage, bandEnergy, mul_pow, ← Finset.mul_sum]
    rw [s4, div_eq_iff hLd]
    ring
```

## Scaled hopping

Now insert \(t=t^*/\sqrt{2d}\) with \(d\ge1\), so that \(t^2=t^{*2}/(2d)\) and \(t^4=t^{*4}/(4d^2)\):

\[
\langle e^2\rangle=t^{*2},\qquad
\langle e^4\rangle=t^{*4}\,\frac{12d^2-6d}{4d^2}=t^{*4}\left(3-\frac{3}{2d}\right).
\]

The variable `ts` stands for \(t^*\). The theorem holds for each finite \(d\ge1\) and \(L\ge5\).

```lean
/-- With the hopping scaled as `t = t*/√(2d)`, the second moment of the band is `t*²` in every
dimension `d ≥ 1` and the fourth moment is `t*⁴ (3 - 3/(2d))`, over a grid with at least five
momenta per axis. -/
theorem scaled_band_moments {L d : ℕ} (hL : 5 ≤ L) (hd : 1 ≤ d) (ts : ℝ) :
    gridAverage (fun k : Fin d → Fin L => bandEnergy (ts / √(2 * (d : ℝ))) k ^ 2) = ts ^ 2 ∧
    gridAverage (fun k : Fin d → Fin L => bandEnergy (ts / √(2 * (d : ℝ))) k ^ 4)
      = ts ^ 4 * (3 - 3 / (2 * (d : ℝ))) := by
  have hd0 : (d : ℝ) ≠ 0 := by
    have : d ≠ 0 := by omega
    exact_mod_cast this
  have hs : √(2 * (d : ℝ)) ^ 2 = 2 * d := Real.sq_sqrt (by positivity)
  have hs4 : √(2 * (d : ℝ)) ^ 4 = (2 * d) ^ 2 := by
    rw [show √(2 * (d : ℝ)) ^ 4 = (√(2 * (d : ℝ)) ^ 2) ^ 2 by ring, hs]
  obtain ⟨-, m2, m4⟩ := band_moments hL d (ts / √(2 * (d : ℝ)))
  constructor
  · rw [m2, div_pow, hs]
    field_simp
  · rw [m4, div_pow, hs4]
    field_simp
    ring
```

## The Gaussian value and the limit

For \(s>0\) put \(r=\sqrt2\,s\). The integrand is even, and the half-line integral is a Gamma function:

\[
\int_{-\infty}^{\infty}\varepsilon^4e^{-\varepsilon^2/r^2}\,d\varepsilon
=r^5\,\Gamma\!\left(\tfrac52\right)=\tfrac34\sqrt\pi\,r^5=3\sqrt{2\pi}\,s^5 .
\]

Dividing by \(s\sqrt{2\pi}\) gives \(3s^4\). The proof follows the same route: `half` is the half-line integral, `hgam` evaluates \(\Gamma(5/2)\), and `full` uses the evenness.

```lean
/-- The fourth moment of the Gaussian density of states with standard deviation `s` is `3s⁴`. -/
theorem gaussian_fourth_moment {s : ℝ} (hs : 0 < s) :
    ∫ ε : ℝ, ε ^ 4 * gaussianDos s ε = 3 * s ^ 4 := by
  obtain ⟨r, hrdef⟩ : ∃ r : ℝ, r = √2 * s := ⟨_, rfl⟩
  have hr : 0 < r := by
    rw [hrdef]
    positivity
  have hr2 : r ^ 2 = 2 * s ^ 2 := by
    rw [hrdef, mul_pow, Real.sq_sqrt (by norm_num)]
  have hr5 : r ^ 5 = 4 * s ^ 4 * (√2 * s) := by
    rw [← hrdef, show r ^ 5 = (r ^ 2) ^ 2 * r by ring, hr2]
    ring
  -- the half-line integral is a Gamma function
  have half := integral_rpow_mul_exp_neg_mul_rpow (p := 2) (q := 4) (b := 1 / r ^ 2)
    (by norm_num) (by norm_num) (by positivity)
  simp only [Real.rpow_ofNat] at half
  have hpow : (1 / r ^ 2) ^ (-((4 : ℝ) + 1) / 2) = r ^ 5 := by
    have h : 1 / r ^ 2 = r ^ (-2 : ℝ) := by
      rw [Real.rpow_neg hr.le, Real.rpow_two, one_div]
    rw [h, ← Real.rpow_mul hr.le,
      show (-2 : ℝ) * (-((4 : ℝ) + 1) / 2) = ((5 : ℕ) : ℝ) by norm_num, Real.rpow_natCast]
  have hgam : Real.Gamma (((4 : ℝ) + 1) / 2) = 3 / 4 * √π := by
    rw [show ((4 : ℝ) + 1) / 2 = 1 / 2 + 1 + 1 by norm_num,
      Real.Gamma_add_one (by norm_num), Real.Gamma_add_one (by norm_num),
      Real.Gamma_one_half_eq]
    ring
  rw [hpow, hgam] at half
  -- the integrand is even
  have full := integral_comp_abs (f := fun x : ℝ => x ^ 4 * Real.exp (-(1 / r ^ 2) * x ^ 2))
  have habs : ∀ x : ℝ, |x| ^ 4 = x ^ 4 := by
    intro x
    rw [show |x| ^ 4 = (|x| ^ 2) ^ 2 by ring, sq_abs]
    ring
  simp only [sq_abs, habs] at full
  rw [half] at full
  have hint : (fun ε : ℝ => ε ^ 4 * gaussianDos s ε)
      = fun ε : ℝ => ε ^ 4 * Real.exp (-(1 / r ^ 2) * ε ^ 2) / (s * √(2 * π)) := by
    funext ε
    rw [gaussianDos, hr2, show -(1 / (2 * s ^ 2)) * ε ^ 2 = -ε ^ 2 / (2 * s ^ 2) by ring]
    ring
  rw [hint, integral_div, full, Real.sqrt_mul (by norm_num) π, div_eq_iff (by positivity), hr5]
  ring
```

Since \(3/(2d)\to0\), the fourth moment of the band tends to \(3t^{*4}\), the Gaussian value for \(s=t^*>0\). The grid size may depend on \(d\) in any way, as the function `L : ℕ → ℕ` expresses, provided it is always at least five. No separate limit \(L\to\infty\) is needed. The proof replaces the moment by its closed form for \(d\ge1\), which is enough for a limit at large \(d\).

```lean
/-- As the dimension grows, the fourth moment of the scaled band tends to that of the Gaussian
density of states with standard deviation `t*`, for any grid sizes of at least five. -/
theorem fourth_moment_tendsto_gaussian {ts : ℝ} (hts : 0 < ts) (L : ℕ → ℕ)
    (hL : ∀ d, 5 ≤ L d) :
    Tendsto (fun d : ℕ => gridAverage
        (fun k : Fin d → Fin (L d) => bandEnergy (ts / √(2 * (d : ℝ))) k ^ 4))
      atTop (𝓝 (∫ ε : ℝ, ε ^ 4 * gaussianDos ts ε)) := by
  have l : Tendsto (fun d : ℕ => ts ^ 4 * (3 - 3 / 2 / (d : ℝ))) atTop
      (𝓝 (ts ^ 4 * (3 - 0))) :=
    ((tendsto_const_div_atTop_nhds_zero_nat (3 / 2 : ℝ)).const_sub 3).const_mul (ts ^ 4)
  rw [gaussian_fourth_moment hts, show 3 * ts ^ 4 = ts ^ 4 * (3 - 0) by ring]
  refine l.congr' ?_
  filter_upwards [eventually_ge_atTop 1] with d hd
  rw [(scaled_band_moments (hL d) hd ts).2, div_div]
```

## The formula fails for four sites per axis

On a ring with \(L=4\) the cosines are \(1,0,-1,0\), so \(\langle\cos^4k\rangle=\tfrac12\) and

\[
\langle e^4\rangle=16t^4\cdot\tfrac12=8t^4 .
\]

The formula for \(L\ge5\) would give \(6t^4\) at \(d=1\), so for \(t\ne0\) it fails here. The reason is that \(\cos4k=1\) at all four momenta, and the fourth harmonic no longer sums to zero. The condition \(L\ge5\) is sufficient but not necessary: for \(L=3\) one has \(\cos4k=\cos k\) on the grid, the harmonics again sum to zero, and the formula holds.

```lean
/-- On a ring with only four momenta the fourth moment of the band is `8t⁴`. -/
theorem four_site_ring_fourth_moment (t : ℝ) :
    gridAverage (fun k : Fin 1 → Fin 4 => bandEnergy t k ^ 4) = 8 * t ^ 4 := by
  have c0 : Real.cos (gridMomentum (0 : Fin 4)) = 1 := by simp [gridMomentum]
  have c1 : Real.cos (gridMomentum (1 : Fin 4)) = 0 := by
    change Real.cos (2 * π * ((1 : ℕ) : ℝ) / ((4 : ℕ) : ℝ)) = 0
    rw [show 2 * π * ((1 : ℕ) : ℝ) / ((4 : ℕ) : ℝ) = π / 2 by push_cast; ring,
      Real.cos_pi_div_two]
  have c2 : Real.cos (gridMomentum (2 : Fin 4)) = -1 := by
    change Real.cos (2 * π * ((2 : ℕ) : ℝ) / ((4 : ℕ) : ℝ)) = -1
    rw [show 2 * π * ((2 : ℕ) : ℝ) / ((4 : ℕ) : ℝ) = π by push_cast; ring, Real.cos_pi]
  have c3 : Real.cos (gridMomentum (3 : Fin 4)) = 0 := by
    change Real.cos (2 * π * ((3 : ℕ) : ℝ) / ((4 : ℕ) : ℝ)) = 0
    rw [show 2 * π * ((3 : ℕ) : ℝ) / ((4 : ℕ) : ℝ) = π / 2 + π by push_cast; ring,
      Real.cos_add_pi, Real.cos_pi_div_two, neg_zero]
  have p : ∑ k : Fin 1 → Fin 4, (∑ i, Real.cos (gridMomentum (k i))) ^ 4 = 2 := by
    refine (sum_split_axis (d := 0) (fun n : Fin 4 => Real.cos (gridMomentum n))
      (fun x => x ^ 4)).trans ?_
    norm_num [Fin.sum_univ_four, c0, c1, c2, c3]
  simp only [gridAverage, bandEnergy, mul_pow, ← Finset.mul_sum]
  rw [p]
  push_cast
  ring

end

end HypercubicBandMoments
```

```lean
#print axioms HypercubicBandMoments.fourth_moment_tendsto_gaussian
#print axioms HypercubicBandMoments.four_site_ring_fourth_moment
```

```
'HypercubicBandMoments.fourth_moment_tendsto_gaussian' depends on axioms: [propext, Classical.choice, Quot.sound]
'HypercubicBandMoments.four_site_ring_fourth_moment' depends on axioms: [propext, Classical.choice, Quot.sound]
```
